# In a gapped dimerised chain, the lower-band parities at k = 0 and k = π tell which hopping is stronger

## Which eigenvector carries the parity?

I want to compare the inversion parities of the lower band at k = 0 and k = π in a chain with two sites per cell, and first I have to decide what counts as a lower-band state. The hopping is v inside a cell and w between cells, both real. If I declare the antisymmetric combination of the two sites to be the lower one at both momenta, I go wrong for some hoppings: for 0 < v < w the symmetric combination is the lower one at k = π. If I take whatever eigenvector a diagonaliser returns, its phase is arbitrary. Is the product of the two parities really fixed by v and w, and what does it say about them?

## The band energy selects the state, and the hoppings fix the product

Take a lower-band state to be any nonzero eigenvector at the lower band energy, and its parity to be its eigenvalue under inversion about the midpoint of a v bond. No symmetric or antisymmetric form is prescribed, and a change of phase or norm leaves the parity alone. With this choice the product is fixed whenever v² ≠ w²: it is +1 if |v| > |w| and −1 if |v| < |w|.

Number the sites in a cell 0 and 1. The Bloch Hamiltonian H(k) has zero diagonal and the off-diagonal entries

H₀₁(k) = v + w exp(−ik),  H₁₀(k) = v + w exp(ik).

Inversion exchanges the two sites and is represented by the Pauli matrix σx. Multiplying by σx on both sides exchanges the two off-diagonal entries, which is the same as reversing k:

σx H(k) σx = H(−k).

The product of the off-diagonal entries is

R(k) = v² + w² + vw (exp(ik) + exp(−ik)) = v² + w² + 2vw cos k.

Hence det(H(k) − E) = E² − R(k). Since sin² k + cos² k = 1, we also have

R(k) = (v + w cos k)² + (w sin k)² ≥ 0,

so the energies are ±√R(k), and the lower band is −√R(k). The bands touch only where both squares vanish. Then v² = w² cos² k and w² sin² k = 0, which add up to v² = w². Conversely, if v = w the bands touch at k = π, and if v = −w they touch at k = 0. The bands are therefore separated at every k exactly when v² ≠ w².

At the two momenta that inversion leaves in place, exp(±ik) is 1 or −1, and

H(0) = (v + w) σx,  H(π) = (v − w) σx.

Now suppose that H(k) = m σx with a real m ≠ 0. Then R(k) = m², and the lower energy is −|m| = −m sign(m). A lower-band state ψ satisfies

m σx ψ = −m sign(m) ψ,

and division by m gives σx ψ = −sign(m) ψ. The normalised state is (1, −1)/√2 for m > 0 and (1, 1)/√2 for m < 0, up to a phase. This is the exchange that spoils a fixed choice of the antisymmetric state.

With p the parity at k = 0 and q the parity at k = π,

pq = (−sign(v + w)) (−sign(v − w)) = sign((v + w)(v − w)) = sign(v² − w²).

Here is the same argument in Lean.

```lean
import Mathlib

open Matrix

namespace DimerChainParity

noncomputable section

/-- The inversion operator, which exchanges the two sites of the unit cell. -/
def sigmaX : Matrix (Fin 2) (Fin 2) ℂ := !![0, 1; 1, 0]

/-- The Bloch Hamiltonian of the dimerised chain with real hoppings `v` and `w`. -/
def bloch (v w k : ℝ) : Matrix (Fin 2) (Fin 2) ℂ :=
  !![0, v + w * Complex.exp (-(Complex.I * k));
     v + w * Complex.exp (Complex.I * k), 0]

/-- The squared band energy at momentum `k`. -/
def energySq (v w k : ℝ) : ℝ := v ^ 2 + w ^ 2 + 2 * v * w * Real.cos k

/-- The energy of the lower band at momentum `k`. -/
def lowerEnergy (v w k : ℝ) : ℝ := -√(energySq v w k)

/-- A lower-band state at momentum `k`: a nonzero eigenvector of the Bloch Hamiltonian
at the lower band energy. -/
def IsLowerState (v w k : ℝ) (ψ : Fin 2 → ℂ) : Prop :=
  ψ ≠ 0 ∧ bloch v w k *ᵥ ψ = (lowerEnergy v w k : ℂ) • ψ

/-- Inversion maps the Bloch Hamiltonian at `k` to the one at `-k`. -/
theorem inversion_symmetry (v w k : ℝ) :
    sigmaX * bloch v w k * sigmaX = bloch v w (-k) := by
  ext i j
  fin_cases i <;> fin_cases j <;>
    simp [sigmaX, bloch, Matrix.mul_apply, Fin.sum_univ_succ]

/-- The product of the two off-diagonal elements is the squared band energy. -/
theorem offdiagonal_product (v w k : ℝ) :
    ((v : ℂ) + w * Complex.exp (-(Complex.I * k))) *
      (v + w * Complex.exp (Complex.I * k)) = (energySq v w k : ℂ) := by
  have h1 : Complex.exp (-(Complex.I * k)) * Complex.exp (Complex.I * k) = 1 := by
    rw [← Complex.exp_add, neg_add_cancel, Complex.exp_zero]
  have hc : 2 * Complex.cos k =
      Complex.exp (Complex.I * k) + Complex.exp (-(Complex.I * k)) := by
    rw [Complex.cos, neg_mul, mul_comm (k : ℂ) Complex.I]
    ring
  unfold energySq
  push_cast
  linear_combination (w : ℂ) ^ 2 * h1 - (v : ℂ) * w * hc

/-- A real number is an eigenvalue of the Bloch Hamiltonian exactly when it is the lower
band energy or its negative. -/
theorem band_energies (v w k E : ℝ) :
    (∃ ψ : Fin 2 → ℂ, ψ ≠ 0 ∧ bloch v w k *ᵥ ψ = (E : ℂ) • ψ) ↔
      E = lowerEnergy v w k ∨ E = -lowerEnergy v w k := by
  have hdet : (bloch v w k - (E : ℂ) • (1 : Matrix (Fin 2) (Fin 2) ℂ)).det =
      (E : ℂ) ^ 2 - (energySq v w k : ℂ) := by
    rw [← offdiagonal_product, Matrix.det_fin_two]
    simp [bloch]
    ring
  have hsec : (∃ ψ : Fin 2 → ℂ, ψ ≠ 0 ∧ bloch v w k *ᵥ ψ = (E : ℂ) • ψ) ↔
      (bloch v w k - (E : ℂ) • (1 : Matrix (Fin 2) (Fin 2) ℂ)).det = 0 := by
    rw [← Matrix.exists_mulVec_eq_zero_iff]
    simp only [Matrix.sub_mulVec, Matrix.smul_mulVec, Matrix.one_mulVec, sub_eq_zero]
  have hr : 0 ≤ energySq v w k := by
    unfold energySq
    nlinarith [sq_nonneg (v + w * Real.cos k), sq_nonneg (w * Real.sin k),
      congrArg (fun t => w ^ 2 * t) (Real.sin_sq_add_cos_sq k)]
  have hs := Real.sq_sqrt hr
  rw [hsec, hdet]
  unfold lowerEnergy
  constructor
  · intro h
    have h' : E ^ 2 - energySq v w k = 0 := by exact_mod_cast h
    have hf : (E + √(energySq v w k)) * (E - √(energySq v w k)) = 0 := by
      linear_combination h' - hs
    rcases mul_eq_zero.mp hf with h0 | h0
    · left; linarith
    · right; linarith
  · intro h
    have h' : E ^ 2 - energySq v w k = 0 := by
      rcases h with h | h <;> rw [h] <;> linear_combination hs
    exact_mod_cast h'

/-- The two bands are separated at every momentum exactly when `v ^ 2 ≠ w ^ 2`. -/
theorem gapped_iff (v w : ℝ) :
    (∀ k, lowerEnergy v w k < -lowerEnergy v w k) ↔ v ^ 2 ≠ w ^ 2 := by
  constructor
  · intro h e
    -- the gap closes at `π` when `v = w` and at `0` when `v = -w`
    have hz : ∃ k, energySq v w k = 0 := by
      rcases sq_eq_sq_iff_eq_or_eq_neg.mp e with hv | hv
      · exact ⟨Real.pi, by rw [energySq, Real.cos_pi, hv]; ring⟩
      · exact ⟨0, by rw [energySq, Real.cos_zero, hv]; ring⟩
    obtain ⟨k, hk⟩ := hz
    have h1 := h k
    rw [lowerEnergy, hk, Real.sqrt_zero] at h1
    linarith
  · intro h k
    have hsc := Real.sin_sq_add_cos_sq k
    have hsum : energySq v w k =
        (v + w * Real.cos k) ^ 2 + (w * Real.sin k) ^ 2 := by
      unfold energySq
      linear_combination -w ^ 2 * hsc
    have hpos : 0 < energySq v w k := by
      by_contra hn
      have ha := sq_nonneg (v + w * Real.cos k)
      have hb := sq_nonneg (w * Real.sin k)
      have h1 : (v + w * Real.cos k) ^ 2 = 0 := by linarith
      have h2 : (w * Real.sin k) ^ 2 = 0 := by linarith
      have h3 : v + w * Real.cos k = 0 := pow_eq_zero_iff two_ne_zero |>.mp h1
      exact h (by linear_combination (v - w * Real.cos k) * h3 - h2 + w ^ 2 * hsc)
    have := Real.sqrt_pos.mpr hpos
    unfold lowerEnergy
    linarith

/-- At `k = 0` and `k = π` the Bloch Hamiltonian is a multiple of the inversion operator,
with factors `v + w` and `v - w`. -/
theorem bloch_invariant_momenta (v w : ℝ) :
    bloch v w 0 = ((v + w : ℝ) : ℂ) • sigmaX ∧
      bloch v w Real.pi = ((v - w : ℝ) : ℂ) • sigmaX := by
  have h1 : Complex.exp (Complex.I * Real.pi) = -1 := by
    rw [mul_comm, Complex.exp_pi_mul_I]
  have h2 : Complex.exp (-(Complex.I * Real.pi)) = -1 := by
    rw [Complex.exp_neg, h1]; norm_num
  constructor
  · ext i j
    fin_cases i <;> fin_cases j <;> simp [bloch, sigmaX]
  · ext i j
    fin_cases i <;> fin_cases j <;> simp [bloch, sigmaX, h1, h2, sub_eq_add_neg]

/-- Where the Bloch Hamiltonian is `m` times the inversion operator with `m ≠ 0`, every
lower-band state has parity `-sign m`. -/
theorem lower_state_parity {v w k m : ℝ} {ψ : Fin 2 → ℂ} (hm : m ≠ 0)
    (hH : bloch v w k = (m : ℂ) • sigmaX) (hψ : IsLowerState v w k ψ) :
    sigmaX *ᵥ ψ = ((-Real.sign m : ℝ) : ℂ) • ψ := by
  have h01 : (v : ℂ) + w * Complex.exp (-(Complex.I * k)) = m := by
    simpa [bloch, sigmaX] using congrFun (congrFun hH 0) 1
  have h10 : (v : ℂ) + w * Complex.exp (Complex.I * k) = m := by
    simpa [bloch, sigmaX] using congrFun (congrFun hH 1) 0
  have hsq := offdiagonal_product v w k
  rw [h01, h10] at hsq
  have hsq' : energySq v w k = m ^ 2 := by
    rw [pow_two]; exact_mod_cast hsq.symm
  -- the lower energy is `-|m|`
  have hE : lowerEnergy v w k = m * -Real.sign m := by
    rw [lowerEnergy, hsq', Real.sqrt_sq_eq_abs]
    rcases lt_or_gt_of_ne hm with h | h
    · rw [abs_of_neg h, Real.sign_of_neg h]; ring
    · rw [abs_of_pos h, Real.sign_of_pos h]; ring
  have hc : (m : ℂ) ≠ 0 := by exact_mod_cast hm
  apply smul_right_injective (Fin 2 → ℂ) hc
  show (m : ℂ) • (sigmaX *ᵥ ψ) = (m : ℂ) • (((-Real.sign m : ℝ) : ℂ) • ψ)
  rw [← Matrix.smul_mulVec, ← hH, hψ.2, hE, smul_smul, Complex.ofReal_mul]

/-- For `v ^ 2 ≠ w ^ 2`, the product of the inversion parities of the lower band at
`k = 0` and `k = π` is the sign of `v ^ 2 - w ^ 2`. -/
theorem parity_product {v w p q : ℝ} {ψ χ : Fin 2 → ℂ} (h : v ^ 2 ≠ w ^ 2)
    (hψ : IsLowerState v w 0 ψ) (hχ : IsLowerState v w Real.pi χ)
    (hp : sigmaX *ᵥ ψ = (p : ℂ) • ψ) (hq : sigmaX *ᵥ χ = (q : ℂ) • χ) :
    p * q = Real.sign (v ^ 2 - w ^ 2) := by
  have ha : v + w ≠ 0 := fun h0 => h (by linear_combination (v - w) * h0)
  have hb : v - w ≠ 0 := fun h0 => h (by linear_combination (v + w) * h0)
  have hp' : p = -Real.sign (v + w) := by
    have e := lower_state_parity ha (bloch_invariant_momenta v w).1 hψ
    exact Complex.ofReal_injective (smul_left_injective ℂ hψ.1 (hp.symm.trans e))
  have hq' : q = -Real.sign (v - w) := by
    have e := lower_state_parity hb (bloch_invariant_momenta v w).2 hχ
    exact Complex.ofReal_injective (smul_left_injective ℂ hχ.1 (hq.symm.trans e))
  -- the sign of `(v + w) * (v - w)` is the product of the signs
  rw [hp', hq', show v ^ 2 - w ^ 2 = (v + w) * (v - w) by ring]
  rcases lt_or_gt_of_ne ha with h1 | h1 <;> rcases lt_or_gt_of_ne hb with h2 | h2
  · rw [Real.sign_of_neg h1, Real.sign_of_neg h2,
      Real.sign_of_pos (mul_pos_of_neg_of_neg h1 h2)]; norm_num
  · rw [Real.sign_of_neg h1, Real.sign_of_pos h2,
      Real.sign_of_neg (mul_neg_of_neg_of_pos h1 h2)]; norm_num
  · rw [Real.sign_of_pos h1, Real.sign_of_neg h2,
      Real.sign_of_neg (mul_neg_of_pos_of_neg h1 h2)]; norm_num
  · rw [Real.sign_of_pos h1, Real.sign_of_pos h2,
      Real.sign_of_pos (mul_pos h1 h2)]; norm_num

end

end DimerChainParity
```

```lean
#print axioms DimerChainParity.band_energies
#print axioms DimerChainParity.gapped_iff
#print axioms DimerChainParity.lower_state_parity
#print axioms DimerChainParity.parity_product
```

```
'DimerChainParity.band_energies' depends on axioms: [propext, Classical.choice, Quot.sound]
'DimerChainParity.gapped_iff' depends on axioms: [propext, Classical.choice, Quot.sound]
'DimerChainParity.lower_state_parity' depends on axioms: [propext, Classical.choice, Quot.sound]
'DimerChainParity.parity_product' depends on axioms: [propext, Classical.choice, Quot.sound]
```

The final theorem, `parity_product`, reads as follows. Let v and w be real with v² ≠ w². Let ψ be a lower-band state at k = 0 and χ one at k = π, and let p and q be real numbers with σx ψ = pψ and σx χ = qχ. Then pq is the sign of v² − w². The function `Real.sign` returns a real number, here 1 or −1.

The matrix `bloch v w k` is H(k), `sigmaX` is σx, and `energySq` is R(k). The predicate `IsLowerState` asks for a nonzero vector with H(k)ψ = `lowerEnergy` · ψ, and does not ask for normalisation. The theorem `band_energies` justifies the word "lower": the real eigenvalues are exactly `lowerEnergy` and its negative, and `lowerEnergy` is minus a square root. It also supplies a lower-band state at every k, and `lower_state_parity` shows that at k = 0 and k = π such a state does have a definite parity. The numbers p and q are therefore always available when v² ≠ w².

At v² = w² the statement fails. At least one of H(0) and H(π) is then the zero matrix, every nonzero vector is a lower-band state there, and both parities occur.

Several conventions sit in the definitions. Momentum is measured in units of the inverse cell length. Both sites of a cell carry the same Bloch phase, so H(k + 2π) = H(k); in particular H(−π) = H(π), and σx commutes with H(π). The inversion centre is the midpoint of the v bond; about the midpoint of a w bond the parity at k = π, and with it the product, would change sign. The hoppings enter H(k) with a plus sign, so for positive v and w the lower band is odd at k = 0; many texts write −t for a hopping amplitude.

The model has one orbital per site, equal site energies and no further hoppings. The step left to the reader is the passage from the infinite chain to these matrices: the Fourier transform that gives H(k), and the identification of spatial inversion with σx.

In electronic-structure work, inversion eigenvalues at such momenta help to classify filled bands by symmetry; the result does this for a non-interacting chain with two real hoppings. The chain is the Su–Schrieffer–Heeger model, but the theorems concern only its spectrum and parities, not its end states or Berry phase.

In the proof, `inversion_symmetry` compares the two sides entry by entry. The lemma `offdiagonal_product` computes R(k) from two facts, that exp(−ik) exp(ik) = 1 and that 2 cos k = exp(ik) + exp(−ik), which `linear_combination` puts together.

In `band_energies`, the step `hsec` replaces the existence of an eigenvector by the vanishing of det(H(k) − E), and `hdet` evaluates that determinant. The equation E² = R(k) is then factored as (E + √R(k))(E − √R(k)) = 0, which gives the two cases. The theorem `gapped_iff` follows the argument about the two squares: one direction exhibits the momentum where the bands touch, and the other derives v² = w² from the assumption that R(k) is not positive.

The theorem `bloch_invariant_momenta` inserts exp(±iπ) = −1. In `lower_state_parity`, the entries of H(k) = m σx are read off and put into `offdiagonal_product`, which gives R(k) = m². The step `hE` writes the lower energy as −m sign(m), with one case for each sign of m. The division by m appears as `smul_right_injective`: two vectors that agree after multiplication by a nonzero number are equal.

Finally, `parity_product` obtains v + w ≠ 0 and v − w ≠ 0 from v² ≠ w² and applies the previous lemma at each momentum. This gives σx ψ = −sign(v + w) ψ alongside the assumed σx ψ = pψ. Because ψ is nonzero, `smul_left_injective` yields p = −sign(v + w), and q = −sign(v − w) follows in the same way from χ. The four sign combinations of v + w and v − w then confirm that the product of the signs is the sign of the product.
